# Scalar hopping to a 5d shell gives a 3d block an energy-dependent spin–orbit coupling

In a compound such as FePt, the iron 3d states carry most of the magnetic moment, while the strong spin–orbit coupling sits in the platinum 5d states. Hybridisation mixes the two, and one says that the 3d states "inherit" spin–orbit coupling from their heavy neighbour.

I'd like to see this as an exact statement. Take a 3d block $h$, a 5d shell $\varepsilon+\zeta\,\mathbf L\cdot\mathbf S$ and the same hopping amplitude $t$ from each 3d spin-orbital to its 5d partner. If I eliminate the 5d amplitudes at energy $E$, I seem to get $h$ plus a shift plus $(t^2\zeta/D)\,\mathbf L\cdot\mathbf S$, where $D$ is a quadratic polynomial in $E-\varepsilon$. Is this exact, without perturbation theory? Does the reduced problem give the right eigenvalues? And can the argument be made rigorous and checked by machine?

## Yes, at every energy where $D\neq 0$

Write $A=\mathbf L\cdot\mathbf S$ with angular momenta in units of $\hbar$, $l$ for the orbital quantum number of the shell, $x=E-\varepsilon$, and
$$D=\left(x-\tfrac{\zeta l}{2}\right)\left(x+\tfrac{\zeta(l+1)}{2}\right).$$
If $D\neq0$, then $E$ is an eigenvalue of the full Hamiltonian exactly when
$$\det\left(h+\frac{t^2}{D}\left(x+\tfrac{\zeta}{2}+\zeta A\right)-E\right)=0 .$$
Eliminating states in this way is known as downfolding or Löwdin partitioning. For a one-electron Hamiltonian it is exact at every energy that is not an eigenvalue of the eliminated block, and the effective Hamiltonian depends on the energy. Here the uniform hopping and a quadratic relation for $A$ reduce it to a closed formula.

### Eliminating the 5d amplitudes by hand

**The quadratic relation.** In blocks of spin up and spin down,
$$2A=B=\begin{pmatrix}L_z&L_-\\L_+&-L_z\end{pmatrix}.$$
The diagonal blocks of $B^2+B$ are $L_z^2+L_-L_++L_z$ and $L_z^2+L_+L_--L_z$. Since $[L_+,L_-]=2L_z$, both equal $L_z^2+\tfrac12(L_+L_-+L_-L_+)=l(l+1)$. The off-diagonal blocks are $[L_z,L_-]+L_-=0$ and $-[L_z,L_+]+L_+=0$. Hence $B^2+B=l(l+1)$. Dividing by 4 gives $A^2+\tfrac12A=\tfrac14l(l+1)$, which is the same as
$$\left(A-\tfrac l2\right)\left(A+\tfrac{l+1}2\right)=0 .$$

**The resolvent.** The terms $\pm x\zeta A$ cancel in the product
$$(x-\zeta A)\left(x+\tfrac\zeta2+\zeta A\right)=x^2+\tfrac{x\zeta}2-\zeta^2\left(A^2+\tfrac12A\right)=x^2+\tfrac{x\zeta}2-\tfrac{\zeta^2l(l+1)}4=D .$$
For $D\ne0$ this gives $(x-\zeta A)^{-1}=(x+\zeta/2+\zeta A)/D$.

**The eigenvalue equation.** Let $u$ be the 3d amplitude and $w$ the 5d amplitude. The two rows read
$$hu+tw=Eu,\qquad tu+(\varepsilon+\zeta A)w=Ew .$$
The second row is $(x-\zeta A)w=tu$, so $w=t(x-\zeta A)^{-1}u$. Inserting this in the first row gives
$$\left[h+\frac{t^2(x+\zeta/2)}{D}+\frac{t^2\zeta}{D}A\right]u=Eu .$$
Conversely, a solution $u$ together with this $w$ satisfies both rows. If $u=0$ then $w=0$, so a nonzero full eigenvector has $u\neq0$. A nonzero $u$ exists exactly when the determinant vanishes.

For a d shell $l=2$, and $D=(x-\zeta)(x+\tfrac32\zeta)$.

### The Lean statements in physical terms

- `IsAngularMomentum l Lz Lp Lm` collects the commutators and the value $l(l+1)$ of $\mathbf L^2$. `spinOrbit` is $\mathbf L\cdot\mathbf S$ in spin blocks, and `HasTwoLevels l A` is the quadratic relation.
- `levelProduct l ζ x` is $D$. The constant $\zeta$ is an energy that stands for the strength of the spin–orbit interaction in the 5d radial functions.
- `hybrid h A t ζ ε` is the full Hamiltonian. Its blocks share one index type `n`, which includes spin when `A` is $\mathbf L\cdot\mathbf S$. The scalar $t$ joins each 3d spin-orbital to its 5d partner with the same amplitude.
- `downfolded h A t ζ x` is $h+t^2(x-\zeta A)^{-1}$.
- In `eigenvalue_iff_det`, "eigenvalue" means that some `v ≠ 0` satisfies `hybrid h A t ζ ε *ᵥ v = E • v`.
- `exchangeSplit e Δ` puts spin up at $e-\Delta/2$ and spin down at $e+\Delta/2$. The parameter $\Delta$ stands for the mean exchange field in the magnetic 3d shell. `dShell_eigenvalue_iff` joins this shell to an explicit 5d shell, with ten spin-orbitals on each side.

The general theorems allow any finite size, any complex matrix $h$ and complex parameters; the physical case has $h$ Hermitian and the parameters real. The equivalence concerns whether $E$ is an eigenvalue, not its multiplicity, and it leaves energies with $D=0$ undecided. Electron interactions beyond the exchange field, a crystal field on the 5d shell and orbital-dependent hopping are absent from the model.

### The complete Lean file

```lean
import Mathlib

open Matrix

namespace InheritedSpinOrbit

noncomputable section

variable {n : Type*} [Fintype n] [DecidableEq n]

/-- Orbital angular momentum matrices `Lz`, `L+`, `L-` with `L² = l(l+1)`, in units of `ħ`. -/
structure IsAngularMomentum (l : ℂ) (Lz Lp Lm : Matrix n n ℂ) : Prop where
  raise : Lz * Lp - Lp * Lz = Lp
  lower : Lz * Lm - Lm * Lz = -Lm
  comm : Lp * Lm - Lm * Lp = (2 : ℂ) • Lz
  casimir : Lz * Lz + (1 / 2 : ℂ) • (Lp * Lm + Lm * Lp) = (l * (l + 1)) • 1

/-- The operator `L·S` for spin one half, in blocks of spin up and spin down. -/
def spinOrbit (Lz Lp Lm : Matrix n n ℂ) : Matrix (n ⊕ n) (n ⊕ n) ℂ :=
  (1 / 2 : ℂ) • fromBlocks Lz Lm Lp (-Lz)

/-- The quadratic relation `(A - l/2)(A + (l+1)/2) = 0`. -/
def HasTwoLevels (l : ℂ) (A : Matrix n n ℂ) : Prop :=
  (A - (l / 2) • 1) * (A + ((l + 1) / 2) • 1) = 0

/-- The number `D = (x - ζl/2)(x + ζ(l+1)/2)`. -/
def levelProduct (l ζ x : ℂ) : ℂ := (x - ζ * l / 2) * (x + ζ * (l + 1) / 2)

/-- The Hamiltonian `[[h, t], [t, ε + ζA]]` of a 3d block and a 5d shell joined by hopping `t`. -/
def hybrid (h A : Matrix n n ℂ) (t ζ ε : ℂ) : Matrix (n ⊕ n) (n ⊕ n) ℂ :=
  fromBlocks h (t • 1) (t • 1) (ε • 1 + ζ • A)

/-- The downfolded 3d Hamiltonian `h + t²(x - ζA)⁻¹`, for `x - ζA` invertible. -/
def downfolded (h A : Matrix n n ℂ) (t ζ x : ℂ) : Matrix n n ℂ :=
  h + t ^ 2 • (x • 1 - ζ • A)⁻¹

/-- The operator `L·S` of a shell with angular momentum `l` obeys the quadratic relation. -/
theorem spinOrbit_hasTwoLevels {l : ℂ} {Lz Lp Lm : Matrix n n ℂ}
    (hL : IsAngularMomentum l Lz Lp Lm) : HasTwoLevels l (spinOrbit Lz Lp Lm) := by
  -- the matrix B = 2 L·S satisfies B² + B = l(l+1)
  have hB : fromBlocks Lz Lm Lp (-Lz) * fromBlocks Lz Lm Lp (-Lz) + fromBlocks Lz Lm Lp (-Lz)
      = (l * (l + 1)) • (1 : Matrix (n ⊕ n) (n ⊕ n) ℂ) := by
    rw [← fromBlocks_one, fromBlocks_smul, fromBlocks_multiply, fromBlocks_add, fromBlocks_inj]
    refine ⟨?_, ?_, ?_, ?_⟩
    · linear_combination (norm := module) hL.casimir - (1 / 2 : ℂ) • hL.comm
    · rw [mul_neg]
      linear_combination (norm := module) hL.lower
    · rw [neg_mul]
      linear_combination (norm := module) (-1 : ℂ) • hL.raise
    · rw [neg_mul_neg]
      linear_combination (norm := module) hL.casimir + (1 / 2 : ℂ) • hL.comm
  unfold HasTwoLevels spinOrbit
  simp only [sub_mul, mul_add, smul_mul_assoc, mul_smul_comm, one_mul, mul_one]
  linear_combination (norm := module) (1 / 4 : ℂ) • hB

/-- If `A` obeys the quadratic relation, the product of `x - ζA` and `x + ζ/2 + ζA` is `D` times the
identity. -/
theorem resolvent_identity {l : ℂ} {A : Matrix n n ℂ} (hA : HasTwoLevels l A) (ζ x : ℂ) :
    (x • 1 - ζ • A) * ((x + ζ / 2) • 1 + ζ • A) = levelProduct l ζ x • 1 := by
  unfold HasTwoLevels at hA
  unfold levelProduct
  simp only [sub_mul, mul_add, smul_mul_assoc, mul_smul_comm, one_mul, mul_one] at hA ⊢
  linear_combination (norm := module) (-(ζ ^ 2)) • hA

/-- If `A` obeys the quadratic relation and `D ≠ 0`, then `(x - ζA)⁻¹ = (x + ζ/2 + ζA)/D`. -/
theorem resolvent_eq {l ζ x : ℂ} {A : Matrix n n ℂ} (hA : HasTwoLevels l A)
    (hD : levelProduct l ζ x ≠ 0) :
    (x • 1 - ζ • A)⁻¹ = (levelProduct l ζ x)⁻¹ • ((x + ζ / 2) • 1 + ζ • A) := by
  apply Matrix.inv_eq_right_inv
  rw [mul_smul_comm, resolvent_identity hA, smul_smul, inv_mul_cancel₀ hD, one_smul]

/-- If `A` obeys the quadratic relation and `D ≠ 0`, the downfolded 3d Hamiltonian is `h` plus the
scalar shift `t²(x + ζ/2)/D` plus the coupling `t²ζ/D` times `A`. -/
theorem inherited_coupling {l ζ x : ℂ} {A : Matrix n n ℂ} (hA : HasTwoLevels l A)
    (hD : levelProduct l ζ x ≠ 0) (h : Matrix n n ℂ) (t : ℂ) :
    downfolded h A t ζ x = h + (t ^ 2 * (x + ζ / 2) / levelProduct l ζ x) • 1
      + (t ^ 2 * ζ / levelProduct l ζ x) • A := by
  rw [downfolded, resolvent_eq hA hD]
  module

/-- If `A` obeys the quadratic relation and `D ≠ 0`, then `(u, w)` solves the full eigenvalue
equation at energy `E` exactly when `u` solves the downfolded one and the 5d amplitude is `w = t(x -
ζA)⁻¹u`, with `x = E - ε`. -/
theorem eigenvector_iff {l ζ ε E : ℂ} {A : Matrix n n ℂ} (hA : HasTwoLevels l A)
    (hD : levelProduct l ζ (E - ε) ≠ 0) (h : Matrix n n ℂ) (t : ℂ) (u w : n → ℂ) :
    hybrid h A t ζ ε *ᵥ Sum.elim u w = E • Sum.elim u w ↔
      downfolded h A t ζ (E - ε) *ᵥ u = E • u ∧
        w = t • (((E - ε) • 1 - ζ • A)⁻¹ *ᵥ u) := by
  have hRG : ((E - ε) • 1 - ζ • A) * ((E - ε) • 1 - ζ • A)⁻¹ = 1 := by
    rw [resolvent_eq hA hD, mul_smul_comm, resolvent_identity hA, smul_smul,
      inv_mul_cancel₀ hD, one_smul]
  have hGR := mul_eq_one_comm.mp hRG
  -- the eigenvalue equation, row by row
  have rows : hybrid h A t ζ ε *ᵥ Sum.elim u w = E • Sum.elim u w ↔
      h *ᵥ u + t • w = E • u ∧ t • u + (ε • w + ζ • (A *ᵥ w)) = E • w := by
    have e : E • Sum.elim u w = Sum.elim (E • u) (E • w) := by
      ext (i | i) <;> rfl
    rw [hybrid, fromBlocks_mulVec, Sum.elim_comp_inl, Sum.elim_comp_inr, e]
    simp only [add_mulVec, smul_mulVec, one_mulVec]
    constructor
    · intro H
      exact ⟨funext fun i => congrFun H (Sum.inl i), funext fun i => congrFun H (Sum.inr i)⟩
    · rintro ⟨h1, h2⟩
      rw [h1, h2]
  rw [rows, downfolded, add_mulVec, smul_mulVec]
  constructor
  · rintro ⟨h1, h2⟩
    -- solve the 5d row for w
    have hR : ((E - ε) • 1 - ζ • A) *ᵥ w = t • u := by
      simp only [sub_mulVec, smul_mulVec, one_mulVec]
      linear_combination (norm := module) (-1 : ℂ) • h2
    have hw : w = t • (((E - ε) • 1 - ζ • A)⁻¹ *ᵥ u) := by
      rw [← mulVec_smul, ← hR, mulVec_mulVec, hGR, one_mulVec]
    refine ⟨?_, hw⟩
    rw [hw] at h1
    linear_combination (norm := module) h1
  · rintro ⟨h1, rfl⟩
    have hu : ((E - ε) • 1 - ζ • A) *ᵥ (((E - ε) • 1 - ζ • A)⁻¹ *ᵥ u) = u := by
      rw [mulVec_mulVec, hRG, one_mulVec]
    rw [sub_mulVec, smul_mulVec, smul_mulVec, one_mulVec] at hu
    refine ⟨by linear_combination (norm := module) h1, ?_⟩
    rw [mulVec_smul]
    linear_combination (norm := module) (-t) • hu

/-- Let `A` obey the quadratic relation, and let `D ≠ 0` at `x = E - ε`. Then `E` is an eigenvalue
of `[[h, t], [t, ε + ζA]]` if and only if `det(h + t²(x + ζ/2 + ζA)/D - E) = 0`. -/
theorem eigenvalue_iff_det {l ζ ε E : ℂ} {A : Matrix n n ℂ} (hA : HasTwoLevels l A)
    (hD : levelProduct l ζ (E - ε) ≠ 0) (h : Matrix n n ℂ) (t : ℂ) :
    (∃ v, v ≠ 0 ∧ hybrid h A t ζ ε *ᵥ v = E • v) ↔
      (h + (t ^ 2 / levelProduct l ζ (E - ε)) • ((E - ε + ζ / 2) • 1 + ζ • A)
        - E • 1).det = 0 := by
  have hEff : h + (t ^ 2 / levelProduct l ζ (E - ε)) • ((E - ε + ζ / 2) • 1 + ζ • A)
      = downfolded h A t ζ (E - ε) := by
    rw [inherited_coupling hA hD]
    module
  rw [hEff, ← exists_mulVec_eq_zero_iff]
  constructor
  · rintro ⟨v, hv0, hv⟩
    obtain ⟨u, w, rfl⟩ : ∃ u w, v = Sum.elim u w := ⟨_, _, (Sum.elim_comp_inl_inr v).symm⟩
    obtain ⟨h1, h2⟩ := (eigenvector_iff hA hD h t u w).mp hv
    refine ⟨u, fun hu => hv0 ?_, ?_⟩
    · -- without 3d amplitude there is no 5d amplitude either
      rw [hu, mulVec_zero, smul_zero] at h2
      rw [hu, h2]
      ext (i | i) <;> rfl
    · rw [sub_mulVec, smul_mulVec, one_mulVec, h1, sub_self]
  · rintro ⟨u, hu0, hu⟩
    rw [sub_mulVec, smul_mulVec, one_mulVec, sub_eq_zero] at hu
    exact ⟨Sum.elim u _, fun h0 => hu0 (funext fun i => congrFun h0 (Sum.inl i)),
      (eigenvector_iff hA hD h t u _).mpr ⟨hu, rfl⟩⟩

/-- `Lz` of a d shell in the basis `m = 2, 1, 0, -1, -2`. -/
def dLz : Matrix (Fin 5) (Fin 5) ℂ :=
  diagonal ![2, 1, 0, -1, -2]

/-- The raising operator `L+` of a d shell. -/
def dLp : Matrix (Fin 5) (Fin 5) ℂ :=
  !![0, 2, 0, 0, 0; 0, 0, (√6 : ℝ), 0, 0; 0, 0, 0, (√6 : ℝ), 0; 0, 0, 0, 0, 2; 0, 0, 0, 0, 0]

/-- The lowering operator `L-` of a d shell. -/
def dLm : Matrix (Fin 5) (Fin 5) ℂ :=
  !![0, 0, 0, 0, 0; 2, 0, 0, 0, 0; 0, (√6 : ℝ), 0, 0, 0; 0, 0, (√6 : ℝ), 0, 0; 0, 0, 0, 2, 0]

set_option maxHeartbeats 400000 in
/-- In a d shell `L+ L-` is diagonal with entries `4, 6, 6, 4, 0`. -/
theorem dLp_mul_dLm : dLp * dLm = diagonal ![4, 6, 6, 4, 0] := by
  have hs : ((√6 : ℝ) : ℂ) * ((√6 : ℝ) : ℂ) = 6 := by
    rw [← Complex.ofReal_mul, Real.mul_self_sqrt (by norm_num)]
    norm_num
  unfold dLp dLm
  generalize ((√6 : ℝ) : ℂ) = s at hs ⊢
  ext i j
  rw [Matrix.mul_apply, Fin.sum_univ_five]
  fin_cases i <;> fin_cases j <;> simp [hs] <;> norm_num

set_option maxHeartbeats 400000 in
/-- In a d shell `L- L+` is diagonal with entries `0, 4, 6, 6, 4`. -/
theorem dLm_mul_dLp : dLm * dLp = diagonal ![0, 4, 6, 6, 4] := by
  have hs : ((√6 : ℝ) : ℂ) * ((√6 : ℝ) : ℂ) = 6 := by
    rw [← Complex.ofReal_mul, Real.mul_self_sqrt (by norm_num)]
    norm_num
  unfold dLp dLm
  generalize ((√6 : ℝ) : ℂ) = s at hs ⊢
  ext i j
  rw [Matrix.mul_apply, Fin.sum_univ_five]
  fin_cases i <;> fin_cases j <;> simp [hs] <;> norm_num

set_option maxHeartbeats 400000 in
/-- The explicit d-shell matrices are angular momentum matrices with `l = 2`. -/
theorem dShell_witness : IsAngularMomentum 2 dLz dLp dLm where
  raise := by
    ext i j
    rw [dLz, Matrix.sub_apply, diagonal_mul, mul_diagonal, dLp]
    generalize ((√6 : ℝ) : ℂ) = s
    fin_cases i <;> fin_cases j <;> simp <;> norm_num
  lower := by
    ext i j
    rw [dLz, Matrix.sub_apply, Matrix.neg_apply, diagonal_mul, mul_diagonal, dLm]
    generalize ((√6 : ℝ) : ℂ) = s
    fin_cases i <;> fin_cases j <;> simp <;> norm_num
  comm := by
    rw [dLp_mul_dLm, dLm_mul_dLp, dLz]
    ext i j
    rcases eq_or_ne i j with rfl | hij
    · fin_cases i <;> simp <;> norm_num
    · simp [hij]
  casimir := by
    rw [dLp_mul_dLm, dLm_mul_dLp, dLz, diagonal_mul_diagonal]
    ext i j
    rcases eq_or_ne i j with rfl | hij
    · fin_cases i <;> simp <;> norm_num
    · simp [hij]

/-- A 3d shell at energy `e` with exchange splitting `Δ` between spin up and spin down. -/
def exchangeSplit (e Δ : ℂ) : Matrix (Fin 5 ⊕ Fin 5) (Fin 5 ⊕ Fin 5) ℂ :=
  fromBlocks ((e - Δ / 2) • 1) 0 0 ((e + Δ / 2) • 1)

/-- Let `x = E - ε` and `D = (x - ζ)(x + 3ζ/2) ≠ 0`. Then `E` is an eigenvalue of an exchange-split
3d shell joined to a 5d shell if and only if `det(H - E) = 0`, where `H` is the 3d shell plus the
shift `t²(x + ζ/2)/D` plus `t²ζ/D` times `L·S`. -/
theorem dShell_eigenvalue_iff (e Δ t ζ ε E D : ℂ)
    (hDdef : D = (E - ε - ζ) * (E - ε + 3 * ζ / 2)) (hD : D ≠ 0) :
    (∃ v, v ≠ 0 ∧
      hybrid (exchangeSplit e Δ) (spinOrbit dLz dLp dLm) t ζ ε *ᵥ v = E • v) ↔
      (exchangeSplit e Δ + (t ^ 2 * (E - ε + ζ / 2) / D) • 1
        + (t ^ 2 * ζ / D) • spinOrbit dLz dLp dLm - E • 1).det = 0 := by
  have hl : levelProduct 2 ζ (E - ε) = D := by
    rw [hDdef, levelProduct]
    ring
  have hM : exchangeSplit e Δ + (t ^ 2 * (E - ε + ζ / 2) / D) • 1
      + (t ^ 2 * ζ / D) • spinOrbit dLz dLp dLm
      = exchangeSplit e Δ
        + (t ^ 2 / D) • ((E - ε + ζ / 2) • 1 + ζ • spinOrbit dLz dLp dLm) := by
    module
  rw [eigenvalue_iff_det (spinOrbit_hasTwoLevels dShell_witness) (by rwa [hl]), hl, hM]

end

end InheritedSpinOrbit
```

```lean
#print axioms InheritedSpinOrbit.spinOrbit_hasTwoLevels
-- 'InheritedSpinOrbit.spinOrbit_hasTwoLevels' depends on axioms: [propext, Classical.choice, Quot.sound]
#print axioms InheritedSpinOrbit.dShell_eigenvalue_iff
-- 'InheritedSpinOrbit.dShell_eigenvalue_iff' depends on axioms: [propext, Classical.choice, Quot.sound]
```

### How the Lean proof follows the elimination

`spinOrbit_hasTwoLevels` first proves $B^2+B=l(l+1)$ as `hB`, one block at a time, and then rescales by $1/4$. `resolvent_identity` expands the product that gives $D$, and `resolvent_eq` divides by $D$ and identifies the inverse. `inherited_coupling` separates the scalar shift from the term proportional to $A$.

`eigenvector_iff` carries out the elimination. Its intermediate statement `rows` splits the block equation into the two rows above. One direction solves the second row for $w$ and substitutes; the other inserts the given $w$ and checks both rows.

`eigenvalue_iff_det` uses Mathlib's `exists_mulVec_eq_zero_iff`, by which a determinant vanishes exactly when the matrix annihilates some nonzero vector. The step from $u=0$ to $w=0$ appears there as the proof that `u` is nonzero.

For the d shell, `dLp_mul_dLm` and `dLm_mul_dLp` compute the two ladder products entry by entry, replacing $\sqrt6$ by a symbol whose square is 6. `dShell_witness` then verifies the angular momentum relations with $l=2$, and `dShell_eigenvalue_iff` applies the general theorem.

### Linear combinations of matrix equations

The algebra turns on `linear_combination (norm := module)`. By default, `linear_combination` finishes with a procedure for commutative rings, which does not apply to matrices. With `module`, an unexpanded product such as `Lz * Lp` is treated as an indivisible object, and only the scalar coefficients are compared. Products of sums therefore have to be multiplied out first, which is the task of the `simp only` lines with `sub_mul` and `mul_add`.

What remains is to name the multiple of each known equation that yields the goal. In `resolvent_identity` it is $-\zeta^2$ times the quadratic relation, as in the calculation by hand. In the upper left block of $B^2+B$ it is the Casimir equation minus half the commutator $[L_+,L_-]$. The same tactic handles the vector equations in `eigenvector_iff`.

### Quenched orbital moments break the formula with l = 2

Suppose the quadratic relation is dropped. Within the $e_g$ orbitals of a d shell the orbital moment is quenched, and the projection of $\mathbf L\cdot\mathbf S$ onto them is $A=0$. With $l=2$ this gives $(A-1)(A+\tfrac32)=-\tfrac32\neq0$.

One orbital on each side is enough to see the failure. Take $\varepsilon=0$, $\zeta=t=1$ and $h=\tfrac32$. The matrix
$$\begin{pmatrix}3/2&1\\1&0\end{pmatrix}$$
has the eigenvalue $E=2$, where $D=\tfrac72$ is nonzero. The determinant in the theorem would be
$$\frac32+\frac{5/2}{7/2}-2=\frac3{14}\neq0,$$
so the formula misses this eigenvalue. Direct elimination uses the true resolvent $1/x=\tfrac12$ and gives $\tfrac32+\tfrac12-2=0$, as it should.
